# Adding one image to a band with an even number of intervals lowers the apparent barrier of a symmetric sine-squared profile

A reaction path with mirror-image halves, as can occur when an atom hops between two equivalent sites, has been computed with a nudged elastic band. The barrier is read off as the energy of the highest image. The calculation is then repeated with one more image, and the reported barrier goes down. Has the denser band found a better path?

It need not have. Suppose that the energy rises all the way to a single saddle at the midpoint of the path. If the first band has an even number of equal intervals, one of its images sits exactly on that saddle. With one interval more, the two central images straddle the saddle and both lie below it. For the profile $E\sin^2(\pi x)$ with $E>0$ and $N\ge 1$ equal intervals, the highest image energy is

$$
\max_{0\le j\le N} E\sin^2\!\left(\frac{\pi j}{N}\right)=
\begin{cases}
E, & N \text{ even},\\[2pt]
E\cos^2\!\left(\dfrac{\pi}{2N}\right), & N \text{ odd}.
\end{cases}
$$

For a fixed one-dimensional symmetric profile sampled at equal spacing, a barrier that changes with the number of images in a nudged elastic band or string calculation can therefore be a pure sampling effect.

```lean
import Mathlib

open Set

namespace BandImageParity

noncomputable section
```

## The band as a set of sampled energies

Let $x\in[0,1]$ be the path coordinate, with the initial state at $x=0$ and the final state at $x=1$, and let $V(x)$ be the energy along the path. A band with $N$ equal intervals has $N+1$ images, endpoints included, at $x=j/N$ for $j=0,\dots,N$. Its apparent barrier is

$$
B_V(N)=\max_{0\le j\le N}V(j/N).
$$

In Lean, `V : ℝ → ℝ` is the profile, `Finset.range (N + 1)` is the index set $0,\dots,N$, and `sup'` is the maximum over a nonempty finite set. The definition returns the highest energy and does not subtract $V(0)$. Comparisons between bands are unaffected, because every band contains the initial state and the same $V(0)$ would be subtracted from each.

The images are taken to lie on the given path already. There are no spring forces, no relaxation and no interpolation between images, so $B_V(N)$ depends only on the profile and on where it is sampled.

```lean
/-- The apparent barrier of a band with `N ≥ 1` equal intervals: the highest energy among
the images at path coordinates `j / N`, `j = 0, ..., N`. -/
def bandBarrier (V : ℝ → ℝ) (N : ℕ) : ℝ :=
  (Finset.range (N + 1)).sup' ⟨0, by simp⟩ (fun j : ℕ => V ((j : ℝ) / (N : ℝ)))
```

The profile in the main result is $V(x)=E\sin^2(\pi x)$. It vanishes at both endpoints and equals $E$ at the midpoint, so the constant $E$ stands for the true barrier measured from the initial state.

```lean
/-- The energy profile `E sin² (π x)` along the path coordinate `x`. -/
def sineProfile (E x : ℝ) : ℝ := E * Real.sin (Real.pi * x) ^ 2
```

## A highest image fixes the barrier

Suppose that image $k$ is at least as high as every other image, so that $V(j/N)\le V(k/N)$ for all $j\le N$. Then $V(k/N)$ is an upper bound for the maximum. It is also one of the energies over which the maximum is taken, so the maximum is at least $V(k/N)$. Hence $B_V(N)=V(k/N)$.

The proof obtains the two inequalities from `Finset.sup'_le` and `Finset.le_sup'` and joins them with `le_antisymm`. What remains for each band is to identify its highest image.

```lean
/-- If no image lies higher than image `k`, the apparent barrier is the energy of image `k`. -/
theorem bandBarrier_eq {V : ℝ → ℝ} {N k : ℕ} (hk : k ≤ N)
    (h : ∀ j : ℕ, j ≤ N → V ((j : ℝ) / (N : ℝ)) ≤ V ((k : ℝ) / (N : ℝ))) :
    bandBarrier V N = V ((k : ℝ) / (N : ℝ)) := by
  unfold bandBarrier
  apply le_antisymm
  · refine Finset.sup'_le _ _ (fun j hj => h j ?_)
    have := Finset.mem_range.mp hj
    omega
  · exact Finset.le_sup' (fun j : ℕ => V ((j : ℝ) / (N : ℝ)))
      (Finset.mem_range.mpr (by omega))
```

## Folding the path onto its rising half

Two properties of the profile are enough for this. The first is mirror symmetry, $V(1-x)=V(x)$ on $[0,1]$, which is the hypothesis `hsym`. The second is that $V$ does not fall on $[0,1/2]$, which is `hmono`; plateaus are allowed. Physically, the two halves of the path are equivalent, and there is no intermediate minimum on the way up.

Take a reference point $a\in[0,1/2]$ and a point $x\in[0,1]$ that is at least as far from the midpoint, meaning $x\le a$ or $x\ge 1-a$. If $x\le a$, both points lie on the rising half and $V(x)\le V(a)$. If $x\ge 1-a$, the reflected point satisfies $0\le 1-x\le a$, and

$$
V(x)=V(1-x)\le V(a).
$$

The `rcases` step separates these two cases, and rewriting with `hsym` performs the reflection.

```lean
/-- On a mirror-symmetric profile that does not fall before the midpoint, let `a` lie in `[0, 1/2]`.
A point of the path `[0, 1]` at least as far from the midpoint as `a` has at most the energy of `a`.
-/
theorem energy_le_of_farther {V : ℝ → ℝ} (hsym : ∀ x ∈ Icc (0 : ℝ) 1, V (1 - x) = V x)
    (hmono : MonotoneOn V (Icc 0 (1 / 2))) {x a : ℝ} (hx : x ∈ Icc (0 : ℝ) 1)
    (ha : a ∈ Icc (0 : ℝ) (1 / 2)) (h : x ≤ a ∨ 1 - a ≤ x) : V x ≤ V a := by
  rcases h with h | h
  · exact hmono ⟨hx.1, h.trans ha.2⟩ ha h
  · -- reflect the point onto the rising half of the path
    rw [← hsym x hx]
    exact hmono ⟨by linarith [hx.2], by linarith [ha.2]⟩ ha (by linarith)
```

Two small facts about positions are needed as well. Every image lies on the path, since $0\le j/N\le 1$ for $j\le N$.

```lean
/-- The images of a band lie on the path `[0, 1]`. -/
theorem image_mem {j N : ℕ} (hj : j ≤ N) : (j : ℝ) / (N : ℝ) ∈ Icc (0 : ℝ) 1 :=
  ⟨by positivity, div_le_one_of_le₀ (by exact_mod_cast hj) (by positivity)⟩
```

In a band with $2m+1$ intervals, image $m$ lies strictly before the midpoint:

$$
\frac{m}{2m+1}<\frac12 \quad\text{because}\quad 2m<2m+1 .
$$

```lean
/-- In a band with `2m + 1` intervals, image `m` lies strictly before the midpoint. -/
theorem middle_image_lt (m : ℕ) : (m : ℝ) / (2 * m + 1) < 1 / 2 := by
  have hpos : (0 : ℝ) < 2 * m + 1 := by positivity
  rw [div_lt_div_iff₀ hpos two_pos]
  linarith
```

## An even number of intervals samples the saddle

Let $N=2m$ with $m\ge 1$. Image $m$ sits at $m/(2m)=1/2$. Choose $a=1/2$ in the folding argument. Every $x\in[0,1]$ satisfies $x\le 1/2$ or $x\ge 1-1/2$, so no image lies higher than the midpoint and

$$
B_V(2m)=V(1/2).
$$

In the code, `hmid` places the image at the midpoint and `hall` compares every other image with it. The condition $m\ge1$ excludes a band with no intervals, for which $j/N$ has no physical meaning.

```lean
/-- For a mirror-symmetric profile that does not fall before the midpoint, a band with an even
number `2m ≥ 2` of intervals has the midpoint energy as its apparent barrier. -/
theorem bandBarrier_even {V : ℝ → ℝ} (hsym : ∀ x ∈ Icc (0 : ℝ) 1, V (1 - x) = V x)
    (hmono : MonotoneOn V (Icc 0 (1 / 2))) {m : ℕ} (hm : 1 ≤ m) :
    bandBarrier V (2 * m) = V (1 / 2) := by
  have hm' : (0 : ℝ) < m := by exact_mod_cast hm
  have hmid : (m : ℝ) / ((2 * m : ℕ) : ℝ) = 1 / 2 := by
    push_cast
    field_simp
  have hall : ∀ j : ℕ, j ≤ 2 * m →
      V ((j : ℝ) / ((2 * m : ℕ) : ℝ)) ≤ V ((m : ℝ) / ((2 * m : ℕ) : ℝ)) := by
    intro j hj
    rw [hmid]
    refine energy_le_of_farther hsym hmono (image_mem hj) ⟨by norm_num, le_rfl⟩ ?_
    rcases le_total ((j : ℝ) / ((2 * m : ℕ) : ℝ)) (1 / 2) with h | h
    · exact Or.inl h
    · exact Or.inr (by linarith)
  rw [bandBarrier_eq (by omega) hall, hmid]
```

## An odd number of intervals straddles it

Let $N=2m+1$. The image nearest the midpoint from below is image $m$, at

$$
a=\frac{m}{2m+1},\qquad 1-a=\frac{m+1}{2m+1}.
$$

The mirror image of $a$ is thus the position of image $m+1$. There is no integer between $m$ and $m+1$, so each $j$ satisfies either $j\le m$, which gives $j/N\le a$, or $j\ge m+1$, which gives $j/N\ge 1-a$. Folding applies in both cases, and

$$
B_V(2m+1)=V\!\left(\frac{m}{2m+1}\right).
$$

For $m=0$ the band consists of the two endpoints alone, and the formula correctly returns $V(0)$.

The split on $j$ is made by `Nat.lt_or_ge m j`. For $j\ge m+1$, the integer inequality $m+1\le j$ is carried over to the real numbers, and it proves $1-a\le j/N$ once the denominator $2m+1$ has been cleared.

```lean
/-- For a mirror-symmetric profile that does not fall before the midpoint, a band with `2m + 1`
intervals has the energy at `m / (2m + 1)` as its apparent barrier. -/
theorem bandBarrier_odd {V : ℝ → ℝ} (hsym : ∀ x ∈ Icc (0 : ℝ) 1, V (1 - x) = V x)
    (hmono : MonotoneOn V (Icc 0 (1 / 2))) (m : ℕ) :
    bandBarrier V (2 * m + 1) = V ((m : ℝ) / (2 * m + 1)) := by
  have hpos : (0 : ℝ) < 2 * m + 1 := by positivity
  have hN : ((2 * m + 1 : ℕ) : ℝ) = 2 * m + 1 := by norm_num
  have hall : ∀ j : ℕ, j ≤ 2 * m + 1 →
      V ((j : ℝ) / ((2 * m + 1 : ℕ) : ℝ)) ≤ V ((m : ℝ) / ((2 * m + 1 : ℕ) : ℝ)) := by
    intro j hj
    have hmem := image_mem hj
    rw [hN] at hmem ⊢
    refine energy_le_of_farther hsym hmono hmem
      ⟨by positivity, (middle_image_lt m).le⟩ ?_
    -- images up to `m` lie on the near side, the others beyond the mirror image of `m`
    rcases Nat.lt_or_ge m j with h | h
    · right
      have h' : (m : ℝ) + 1 ≤ j := by exact_mod_cast h
      rw [sub_le_iff_le_add, ← add_div, le_div_iff₀ hpos]
      linarith
    · left
      have h' : (j : ℝ) ≤ m := by exact_mod_cast h
      gcongr
  rw [bandBarrier_eq (by omega) hall, hN]
```

## One more image lowers an even band's barrier, two more raise an odd band's

Now let $V$ rise strictly on $[0,1/2]$, which is the hypothesis `StrictMonoOn`. For $m\ge1$ the two formulas and the position of image $m$ give

$$
B_V(2m+1)=V\!\left(\frac{m}{2m+1}\right)<V\!\left(\frac12\right)=B_V(2m).
$$

A merely non-falling profile would not be enough for the strict inequality: on a constant profile both barriers are equal.

```lean
/-- For a mirror-symmetric profile that rises strictly up to the midpoint, adding one image to a
band with `2m ≥ 2` intervals strictly lowers the apparent barrier. -/
theorem add_one_image_lowers {V : ℝ → ℝ} (hsym : ∀ x ∈ Icc (0 : ℝ) 1, V (1 - x) = V x)
    (hmono : StrictMonoOn V (Icc 0 (1 / 2))) {m : ℕ} (hm : 1 ≤ m) :
    bandBarrier V (2 * m + 1) < bandBarrier V (2 * m) := by
  rw [bandBarrier_odd hsym hmono.monotoneOn m, bandBarrier_even hsym hmono.monotoneOn hm]
  exact hmono ⟨by positivity, (middle_image_lt m).le⟩ ⟨by norm_num, le_rfl⟩
    (middle_image_lt m)
```

Adding two images to a band with an odd number of intervals keeps that number odd and moves the central images closer to the saddle. With $2m+1$ and $2m+3$ intervals, the positions to compare are

$$
\frac{m}{2m+1}<\frac{m+1}{2m+3}.
$$

Cross-multiplication turns this into $2m^2+3m<2m^2+3m+1$, which is true. The strict rise of $V$ then gives $B_V(2m+1)<B_V(2m+3)$. Lean writes the larger number of intervals as `2 * (m + 1) + 1`, and `nlinarith` settles the polynomial inequality. Along odd numbers of intervals the apparent barrier therefore climbs, while for even numbers it stays at $V(1/2)$.

```lean
/-- For a mirror-symmetric profile that rises strictly up to the midpoint, adding two images to a
band with an odd number of intervals strictly raises the apparent barrier. -/
theorem add_two_images_raises {V : ℝ → ℝ} (hsym : ∀ x ∈ Icc (0 : ℝ) 1, V (1 - x) = V x)
    (hmono : StrictMonoOn V (Icc 0 (1 / 2))) (m : ℕ) :
    bandBarrier V (2 * m + 1) < bandBarrier V (2 * (m + 1) + 1) := by
  rw [bandBarrier_odd hsym hmono.monotoneOn m, bandBarrier_odd hsym hmono.monotoneOn (m + 1)]
  refine hmono ⟨by positivity, (middle_image_lt m).le⟩
    ⟨by positivity, (middle_image_lt (m + 1)).le⟩ ?_
  rw [div_lt_div_iff₀ (by positivity) (by positivity)]
  push_cast
  nlinarith
```

## The sine-squared profile meets both conditions

Mirror symmetry follows from $\sin(\pi-\theta)=\sin\theta$ with $\theta=\pi x$:

$$
E\sin^2(\pi(1-x))=E\sin^2(\pi-\pi x)=E\sin^2(\pi x).
$$

```lean
/-- The profile `E sin² (π x)` is mirror symmetric about the midpoint of the path. -/
theorem sineProfile_symm (E x : ℝ) : sineProfile E (1 - x) = sineProfile E x := by
  unfold sineProfile
  rw [show Real.pi * (1 - x) = Real.pi - Real.pi * x by ring, Real.sin_pi_sub]
```

For the strict rise, let $0\le x<y\le 1/2$. Then $0\le\pi x<\pi y\le\pi/2$, and the sine increases strictly on this range, so

$$
0\le\sin(\pi x)<\sin(\pi y).
$$

Squaring preserves the strict order of non-negative numbers, and so does multiplication by $E>0$. In the proof, `h4` is the comparison of the sines and `h5` is the non-negativity that squaring requires. For $E=0$ the profile is flat, and for $E<0$ it is a well, so the strict rise does need $E>0$.

```lean
/-- For `E > 0` the profile `E sin² (π x)` rises strictly from the path's start to its midpoint. -/
theorem sineProfile_strictMonoOn {E : ℝ} (hE : 0 < E) :
    StrictMonoOn (sineProfile E) (Icc 0 (1 / 2)) := by
  intro x hx y hy hxy
  have hpi := Real.pi_pos
  have h1 : 0 ≤ Real.pi * x := mul_nonneg hpi.le hx.1
  have h2 : Real.pi * y ≤ Real.pi * (1 / 2) := mul_le_mul_of_nonneg_left hy.2 hpi.le
  have h3 : Real.pi * x < Real.pi * y := mul_lt_mul_of_pos_left hxy hpi
  have h4 : Real.sin (Real.pi * x) < Real.sin (Real.pi * y) :=
    Real.sin_lt_sin_of_lt_of_le_pi_div_two (by linarith) (by linarith) h3
  have h5 : 0 ≤ Real.sin (Real.pi * x) :=
    Real.sin_nonneg_of_nonneg_of_le_pi h1 (by linarith)
  unfold sineProfile
  exact mul_lt_mul_of_pos_left (pow_lt_pow_left₀ h4 h5 two_ne_zero) hE
```

## The two values of the highest image energy

For even $N\ge 2$ the barrier is the midpoint energy, $E\sin^2(\pi/2)=E$.

For odd $N=2m+1$ we have $m=(N-1)/2$, so the argument of the sine at image $m$ is

$$
\pi\,\frac{m}{N}=\pi\,\frac{N-1}{2N}=\frac{\pi}{2}-\frac{\pi}{2N}.
$$

The image misses the saddle by half an interval. Since $\sin(\pi/2-\theta)=\cos\theta$, its energy is $E\cos^2(\pi/(2N))$. This gives $0$ for $N=1$, where only the endpoints are sampled, and $3E/4$ for $N=3$.

The theorem states the two cases as a pair of implications, one from `Even N` and one from `Odd N`, for any real $E>0$ and any natural number $N\ge1$. The step `harg` is the rewriting of the sine's argument displayed above.

```lean
/-- For `E > 0` and `N ≥ 1` equal intervals, the highest image energy on `E sin² (π x)` is `E`
when `N` is even and `E cos² (π / (2N))` when `N` is odd. -/
theorem sine_bandBarrier {E : ℝ} (hE : 0 < E) {N : ℕ} (hN : 1 ≤ N) :
    (Even N → bandBarrier (sineProfile E) N = E) ∧
    (Odd N → bandBarrier (sineProfile E) N = E * Real.cos (Real.pi / (2 * N)) ^ 2) := by
  have hsym : ∀ x ∈ Icc (0 : ℝ) 1, sineProfile E (1 - x) = sineProfile E x :=
    fun x _ => sineProfile_symm E x
  have hmono := (sineProfile_strictMonoOn hE).monotoneOn
  constructor
  · rintro ⟨m, hm⟩
    obtain rfl : N = 2 * m := by omega
    rw [bandBarrier_even hsym hmono (by omega), sineProfile,
      show Real.pi * (1 / 2) = Real.pi / 2 by ring, Real.sin_pi_div_two]
    ring
  · rintro ⟨m, rfl⟩
    have hne : (2 * (m : ℝ) + 1) ≠ 0 := by positivity
    -- the image nearest the saddle misses it by half an interval
    have harg : Real.pi * ((m : ℝ) / (2 * m + 1))
        = Real.pi / 2 - Real.pi / (2 * ((2 * m + 1 : ℕ) : ℝ)) := by
      push_cast
      field_simp
      ring
    rw [bandBarrier_odd hsym hmono m, sineProfile, harg, Real.sin_pi_div_two_sub]
```

## The size of the drop

Let $N\ge2$ be even, so that $N+1$ is odd. Subtracting the two values gives

$$
B(N)-B(N+1)=E-E\cos^2\!\left(\frac{\pi}{2(N+1)}\right)=E\sin^2\!\left(\frac{\pi}{2(N+1)}\right),
$$

where $B$ is the apparent barrier on the sine-squared profile. From two to three intervals the drop is $E/4$; from ten to eleven it is about $0.020\,E$. The path and its true barrier are the same throughout.

The first half of the theorem, the strict lowering, applies the general result for symmetric profiles. The second half inserts the two values just found, and `linear_combination` finishes with $\sin^2\theta+\cos^2\theta=1$.

```lean
/-- For `E > 0` and even `N ≥ 2`, going from `N` to `N + 1` intervals on `E sin² (π x)` strictly
lowers the apparent barrier, by exactly `E sin² (π / (2(N + 1)))`. -/
theorem sine_barrier_drop {E : ℝ} (hE : 0 < E) {N : ℕ} (hN : 2 ≤ N) (heven : Even N) :
    bandBarrier (sineProfile E) (N + 1) < bandBarrier (sineProfile E) N ∧
    bandBarrier (sineProfile E) N - bandBarrier (sineProfile E) (N + 1)
      = E * Real.sin (Real.pi / (2 * ((N : ℝ) + 1))) ^ 2 := by
  constructor
  · obtain ⟨m, hm⟩ := heven
    obtain rfl : N = 2 * m := by omega
    exact add_one_image_lowers (fun x _ => sineProfile_symm E x)
      (sineProfile_strictMonoOn hE) (by omega)
  · have h1 := (sine_bandBarrier hE (by omega : 1 ≤ N)).1 heven
    have h2 := (sine_bandBarrier hE (by omega : 1 ≤ N + 1)).2 heven.add_one
    push_cast at h2
    rw [h1, h2]
    linear_combination (-E) * Real.sin_sq_add_cos_sq (Real.pi / (2 * ((N : ℝ) + 1)))

end

end BandImageParity
```

```lean
#print axioms BandImageParity.add_one_image_lowers
#print axioms BandImageParity.add_two_images_raises
#print axioms BandImageParity.sine_barrier_drop
```

```
'BandImageParity.add_one_image_lowers' depends on axioms: [propext, Classical.choice, Quot.sound]
'BandImageParity.add_two_images_raises' depends on axioms: [propext, Classical.choice, Quot.sound]
'BandImageParity.sine_barrier_drop' depends on axioms: [propext, Classical.choice, Quot.sound]
```
